# A lowest-energy mixture of finitely many phases with compositions in \(\mathbb{R}^m\) can be chosen with at most \(m+1\) phases

A: Phases are labelled by \(i\) in a finite set `ι`. Phase \(i\) has a fixed composition \(x_i\) in a real vector space `V` and an energy \(E_i\), both referred to the same unit amount of matter, say one atom. A mixture at overall composition \(c\) is a list of phase fractions \(w_i\) with
\[ w_i \ge 0, \qquad \sum_i w_i = 1, \qquad \sum_i w_i x_i = c . \]
These are the fields `nonneg`, `sum_one` and `comp`.

In Lean 4 with Mathlib:

```lean
import Mathlib

open Finset

namespace PhaseRuleOnHull

noncomputable section

variable {ι V : Type*} [Fintype ι] [AddCommGroup V] [Module ℝ V]

/-- Phase fractions `w` of a mixture of phases with compositions `x` and overall composition `c`. -/
structure IsMixture (x : ι → V) (c : V) (w : ι → ℝ) : Prop where
  nonneg : ∀ i, 0 ≤ w i
  sum_one : ∑ i, w i = 1
  comp : ∑ i, w i • x i = c
```

The energy is \(\mathcal{E}(w) = \sum_i w_i E_i\), the present phases form the set \(P(w) = \{ i : w_i > 0 \}\), and a ground state at \(c\) is a mixture with \(\mathcal{E}(w) \le \mathcal{E}(v)\) for every mixture \(v\) at \(c\).

```lean
/-- Energy of a mixture: the fraction-weighted sum of the phase energies. -/
def energy (E w : ι → ℝ) : ℝ := ∑ i, w i * E i

/-- The phases present in a mixture: those of positive weight. -/
def present (w : ι → ℝ) : Finset ι := univ.filter fun i => 0 < w i

/-- A mixture at composition `c` whose energy is lowest among all mixtures at `c`. -/
def IsGroundState (x : ι → V) (E : ι → ℝ) (c : V) (w : ι → ℝ) : Prop :=
  IsMixture x c w ∧ ∀ v, IsMixture x c v → energy E w ≤ energy E v
```

Q: That is a linear programme. Which physics has been left out to get it?

A: The additive energy stands for macroscopic domains, with interface energy and coherency strain neglected. Fixed \(x_i\) means line compounds, with no continuous range of solid solution. Temperature and pressure do not appear, so \(E_i\) is an energy at zero temperature and zero pressure, or a Gibbs free energy at one fixed temperature and pressure. This is the setting of a stability hull built from electronic-structure total energies of a finite list of stoichiometric candidates: within that list, the search for the lowest decomposition at \(c\) can be limited to sets of phases with affinely independent compositions.

Q: Your theorems assume that \(c\) is in the convex hull of the \(x_i\). Is that a geometric condition smuggled in?

A: It says only that \(c\) can be made from the listed phases, and `mem_hull_iff` proves the equivalence. Call \(c\) reachable if a mixture at \(c\) exists. Each \(x_i\) is reachable with all weight on phase \(i\). If \(u\) and \(v\) are mixtures at \(a\) and \(b\), and \(s, t \ge 0\) with \(s + t = 1\), then \(su + tv\) is a mixture at \(sa + tb\). So the reachable set is convex and contains every \(x_i\), and `convexHull_min` puts the hull inside it. Conversely, \(\sum_i w_i x_i\) is a convex combination of points of the hull.

```lean
/-- A composition lies in the convex hull of the phase compositions exactly when some mixture
has that overall composition. -/
theorem mem_hull_iff (x : ι → V) (c : V) :
    c ∈ convexHull ℝ (Set.range x) ↔ ∃ w, IsMixture x c w := by
  classical
  constructor
  · intro hc
    refine convexHull_min (t := {c | ∃ w, IsMixture x c w}) ?_ ?_ hc
    · rintro _ ⟨i, rfl⟩
      refine ⟨fun j => if j = i then 1 else 0, fun j => ?_, by simp, by simp [ite_smul]⟩
      split_ifs <;> norm_num
    · rintro a ⟨u, hu⟩ b ⟨v, hv⟩ s t hs ht hst
      refine ⟨fun i => s * u i + t * v i, fun i => ?_, ?_, ?_⟩
      · exact add_nonneg (mul_nonneg hs (hu.nonneg i)) (mul_nonneg ht (hv.nonneg i))
      · rw [sum_add_distrib, ← mul_sum, ← mul_sum, hu.sum_one, hv.sum_one]
        linarith
      · simp only [add_smul, mul_smul, sum_add_distrib, ← smul_sum, hu.comp, hv.comp]
  · rintro ⟨w, hw⟩
    rw [← hw.comp]
    exact (convex_convexHull ℝ _).sum_mem (fun i _ => hw.nonneg i) hw.sum_one
      (fun i _ => subset_convexHull ℝ _ ⟨i, rfl⟩)
```

Q: And affine independence? What does it mean in chemical terms?

A: It is a statement about reactions. Measure each phase in the common unit of matter, so by atoms and not by formula units. A balanced reaction is then a list of coefficients \(d_i\) with \(\sum_i d_i = 0\) and \(\sum_i d_i x_i = 0\); phases with \(d_i < 0\) are consumed, and amount and composition are conserved. The compositions on a set \(S\) of phases are affinely independent exactly when the only balanced reaction that vanishes outside \(S\) is \(d = 0\). In `independent_iff`, `affineIndependent_iff` gives this for coefficients indexed by \(S\); the proof restricts \(d\) to \(S\) in one direction, extends it by zero in the other, and matches the sums with `sum_restrict`. Independence is asked of the indexed family `fun i : S => x i`, so two polymorphs with equal composition are dependent: converting one into the other is a nonzero balanced reaction.

```lean
/-- A quantity that vanishes outside a set `S` of phases can be summed over `S` alone. -/
theorem sum_restrict {M : Type*} [AddCommMonoid M] (S : Finset ι) (f : ι → M)
    (h : ∀ i ∉ S, f i = 0) : ∑ i : S, f i = ∑ i, f i := by
  rw [Finset.sum_coe_sort S f]
  exact sum_subset (subset_univ S) fun i _ hi => h i hi

/-- The compositions of the phases in `S` are affinely independent exactly when every balanced
reaction `d` among them (conserving total amount and composition) is zero. -/
theorem independent_iff (x : ι → V) (S : Finset ι) :
    AffineIndependent ℝ (fun i : S => x i) ↔
      ∀ d : ι → ℝ, (∀ i ∉ S, d i = 0) → ∑ i, d i = 0 → ∑ i, d i • x i = 0 → ∀ i, d i = 0 := by
  classical
  rw [affineIndependent_iff]
  constructor
  · intro h d hS h1 h2 i
    by_cases hi : i ∈ S
    · refine h univ (fun j => d j) ?_ ?_ ⟨i, hi⟩ (mem_univ _)
      · exact (sum_restrict S d hS).trans h1
      · exact (sum_restrict S (fun j => d j • x j) fun j hj => by simp [hS j hj]).trans h2
    · exact hS i hi
  · intro h s v h1 h2 e he
    -- extend the coefficients by zero to all phases
    let d : ι → ℝ := fun i => if hi : i ∈ S then (if ⟨i, hi⟩ ∈ s then v ⟨i, hi⟩ else 0) else 0
    have hd : ∀ i : S, d i = if i ∈ s then v i else 0 := fun i => dif_pos i.2
    have hS : ∀ i ∉ S, d i = 0 := fun i hi => dif_neg hi
    have e1 : ∑ i, d i = 0 := by
      rw [← sum_restrict S d hS]
      simpa only [hd, sum_ite_mem, univ_inter] using h1
    have e2 : ∑ i, d i • x i = 0 := by
      rw [← sum_restrict S (fun j => d j • x j) fun j hj => by simp [hS j hj]]
      simpa only [hd, ite_smul, zero_smul, sum_ite_mem, univ_inter] using h2
    have := h d hS e1 e2 e
    rwa [hd, if_pos he] at this
```

Q: Show me how a phase disappears without the energy going up.

A: Let \(d \ne 0\) be balanced, zero outside \(P(w)\), with \(\Delta E = \sum_i d_i E_i \le 0\). Since the \(d_i\) add to zero and are not all zero, some are negative; that is `hneg`. Define the extent of reaction
\[ t = \min_{d_i < 0} \frac{w_i}{-d_i} \ge 0, \]
attained at a phase \(j\) supplied by `exists_min_image`, and set \(v_i = w_i + t d_i\). If \(d_i < 0\), then \(t(-d_i) \le w_i\) gives \(v_i \ge 0\); if \(d_i \ge 0\), both terms are nonnegative. Balance gives \(\sum_i v_i = 1\) and \(\sum_i v_i x_i = c\). Outside \(P(w)\) we have \(v_i = w_i\), so no new phase appears. Phase \(j\) was present, because \(d_j \ne 0\), and now \(v_j = 0\) by `htj`. Finally \(\mathcal{E}(v) = \mathcal{E}(w) + t\,\Delta E \le \mathcal{E}(w)\). The bullets after the `refine` that introduces `fun i => w i + t * d i` check these points in this order.

```lean
/-- A nonzero balanced reaction among the present phases that does not raise the energy yields a
mixture at the same composition with a strictly smaller set of phases and no higher energy. -/
theorem eliminate_phase {x : ι → V} {c : V} {w : ι → ℝ} (E : ι → ℝ) (hw : IsMixture x c w)
    (d : ι → ℝ) (hS : ∀ i ∉ present w, d i = 0) (h1 : ∑ i, d i = 0) (h2 : ∑ i, d i • x i = 0)
    (hE : ∑ i, d i * E i ≤ 0) (hne : ∃ i, d i ≠ 0) :
    ∃ v, IsMixture x c v ∧ present v ⊂ present w ∧ energy E v ≤ energy E w := by
  have hneg : (univ.filter fun i => d i < 0).Nonempty := by
    by_contra h
    have h0 : ∀ i, 0 ≤ d i := fun i => not_lt.1 fun hi => h ⟨i, by simpa using hi⟩
    obtain ⟨i, hi⟩ := hne
    exact hi ((sum_eq_zero_iff_of_nonneg fun i _ => h0 i).1 h1 i (mem_univ i))
  -- `j` is the reactant that runs out first, at extent of reaction `t`
  obtain ⟨j, hj, hmin⟩ := exists_min_image _ (fun i => w i / (-d i)) hneg
  have hdj : d j < 0 := by simpa using hj
  obtain ⟨t, ht⟩ : ∃ t, t = w j / (-d j) := ⟨_, rfl⟩
  have ht0 : 0 ≤ t := ht ▸ div_nonneg (hw.nonneg j) (by linarith)
  have htj : t * (-d j) = w j := by
    rw [ht]
    exact div_mul_cancel₀ _ (by linarith)
  refine ⟨fun i => w i + t * d i, ⟨fun i => ?_, ?_, ?_⟩, ?_, ?_⟩
  · by_cases hi : d i < 0
    · have h3 : t ≤ w i / (-d i) := by
        rw [ht]
        exact hmin i (by simpa using hi)
      rw [le_div_iff₀ (by linarith)] at h3
      linarith
    · exact add_nonneg (hw.nonneg i) (mul_nonneg ht0 (not_lt.1 hi))
  · rw [sum_add_distrib, ← mul_sum, h1, hw.sum_one]
    ring
  · simp only [add_smul, mul_smul, sum_add_distrib, ← smul_sum, hw.comp, h2, smul_zero, add_zero]
  · have hsub : present (fun i => w i + t * d i) ⊆ present w := by
      intro i hi
      by_contra hn
      have h0 := hS i hn
      simp only [present, mem_filter, mem_univ, true_and, h0, mul_zero, add_zero] at hi hn
      exact hn hi
    refine (Finset.ssubset_iff_of_subset hsub).2 ⟨j, ?_, ?_⟩
    · by_contra hn
      exact hdj.ne (hS j hn)
    · simp only [present, mem_filter, mem_univ, true_and, not_lt]
      linarith
  · simp only [energy, add_mul, mul_assoc, sum_add_distrib, ← mul_sum]
    nlinarith [mul_nonneg ht0 (neg_nonneg.2 hE)]
```

Q: The reaction you are handed may be uphill.

A: Then \(-d\) is balanced, nonzero and not uphill; `le_total` makes that split in `step`. If \(P(w)\) is independent, keep \(w\). Otherwise the negation of `independent_iff` yields a nonzero \(d\), one step gives a strictly smaller phase set, and strong induction on the number of present phases finishes. Every mixture is thus matched or beaten by one with independent phases.

```lean
/-- Every mixture is matched or beaten in energy by a mixture at the same composition whose
present phases have affinely independent compositions. -/
theorem exists_independent_le {x : ι → V} {c : V} (E : ι → ℝ) {w : ι → ℝ}
    (hw : IsMixture x c w) :
    ∃ v, IsMixture x c v ∧ AffineIndependent ℝ (fun i : present v => x i) ∧
      energy E v ≤ energy E w := by
  suffices H : ∀ n, ∀ w, (present w).card = n → IsMixture x c w → ∃ v, IsMixture x c v ∧
      AffineIndependent ℝ (fun i : present v => x i) ∧ energy E v ≤ energy E w from
    H _ w rfl hw
  intro n
  induction n using Nat.strong_induction_on with
  | _ n ih =>
    intro w hn hw
    by_cases hi : AffineIndependent ℝ (fun i : present w => x i)
    · exact ⟨w, hw, hi, le_rfl⟩
    rw [independent_iff] at hi
    push Not at hi
    obtain ⟨d, hS, h1, h2, k, hk⟩ := hi
    -- run the reaction in its downhill direction
    have step : ∃ v, IsMixture x c v ∧ present v ⊂ present w ∧ energy E v ≤ energy E w := by
      rcases le_total (∑ i, d i * E i) 0 with hE | hE
      · exact eliminate_phase E hw d hS h1 h2 hE ⟨k, hk⟩
      · refine eliminate_phase E hw (fun i => -d i) (fun i hi => by simp [hS i hi])
          (by simp [h1]) (by simp [h2]) ?_ ⟨k, neg_ne_zero.2 hk⟩
        simpa using hE
    obtain ⟨v, hv, hlt, hEv⟩ := step
    obtain ⟨u, hu, hui, hEu⟩ := ih _ (hn ▸ card_lt_card hlt) v rfl hv
    exact ⟨u, hu, hui, hEu.trans hEv⟩
```

Q: That improves a given mixture. It does not show that a minimum exists.

A: For that, note first that independent phases fix their fractions. If \(v\) and \(w\) are mixtures at \(c\), \(P(w)\) is independent and \(P(v) \subseteq P(w)\), then \(v - w\) vanishes outside \(P(w)\), \(\sum_i (v_i - w_i) = 1 - 1 = 0\) and \(\sum_i (v_i - w_i) x_i = c - c = 0\). It is a balanced reaction on an independent set, so \(v = w\).

```lean
/-- If the phases present in `w` have affinely independent compositions, `w` is the only mixture
at its composition that uses only those phases. -/
theorem weights_unique {x : ι → V} {c : V} {v w : ι → ℝ} (hv : IsMixture x c v)
    (hw : IsMixture x c w) (hi : AffineIndependent ℝ (fun i : present w => x i))
    (hsub : present v ⊆ present w) : v = w := by
  have z : ∀ u, IsMixture x c u → ∀ i ∉ present u, u i = 0 := fun u hu i h =>
    le_antisymm (by simpa [present] using h) (hu.nonneg i)
  funext i
  refine sub_eq_zero.1 ((independent_iff x _).1 hi (fun i => v i - w i) ?_ ?_ ?_ i)
  · intro j hj
    simp [z w hw j hj, z v hv j fun h => hj (hsub h)]
  · simp [hv.sum_one, hw.sum_one]
  · simp [sub_smul, hv.comp, hw.comp]
```

Now let \(A\) be the set of mixtures at \(c\) with independent phases. The map \(w \mapsto P(w)\) is injective on \(A\) and there are finitely many subsets of `ι`, so \(A\) is finite (`hfin`). It is nonempty because \(c\) is reachable. Take \(w \in A\) of least energy. Any mixture \(v\) at \(c\) has some \(v' \in A\) with \(\mathcal{E}(w) \le \mathcal{E}(v') \le \mathcal{E}(v)\), so \(w\) is a ground state among all mixtures. For the count, let \(D\) be the dimension of the span of all differences \(x_i - x_k\), written `vectorSpan ℝ (Set.range x)`. Any \(p\) affinely independent compositions give \(p - 1\) linearly independent differences, so \(p \le D + 1\); `card_le_finrank_succ` gives this for the span of the present phases and `vectorSpan_mono` enlarges the span. That span has finitely many generators, so `Module.finrank` is its true dimension even if `V` is infinite-dimensional.

```lean
/-- At any composition in the convex hull there is a lowest-energy mixture whose present phases
have affinely independent compositions; their number is at most one more than the dimension
spanned by the differences of the phase compositions. -/
theorem phase_rule (x : ι → V) (E : ι → ℝ) {c : V} (hc : c ∈ convexHull ℝ (Set.range x)) :
    ∃ w, IsGroundState x E c w ∧ AffineIndependent ℝ (fun i : present w => x i) ∧
      (present w).card ≤ Module.finrank ℝ (vectorSpan ℝ (Set.range x)) + 1 := by
  obtain ⟨w₀, hw₀⟩ := (mem_hull_iff x c).1 hc
  -- mixtures on independent phases are labelled by their phase set, so are finitely many
  let A := {w | IsMixture x c w ∧ AffineIndependent ℝ (fun i : present w => x i)}
  have hfin : A.Finite := Set.Finite.of_finite_image (f := present) (Set.toFinite _)
    fun v hv w hw h => weights_unique hv.1 hw.1 hw.2 (le_of_eq h)
  obtain ⟨u, hu, hui, -⟩ := exists_independent_le E hw₀
  obtain ⟨w, hw, hmin⟩ := Set.exists_min_image A (energy E) hfin ⟨u, hu, hui⟩
  refine ⟨w, ⟨hw.1, fun v hv => ?_⟩, hw.2, ?_⟩
  · obtain ⟨v', h1, h2, h3⟩ := exists_independent_le E hv
    exact (hmin v' ⟨h1, h2⟩).trans h3
  · have h := hw.2.card_le_finrank_succ
    rw [Fintype.card_coe] at h
    refine h.trans (Nat.succ_le_succ (Submodule.finrank_mono (vectorSpan_mono ℝ ?_)))
    rintro _ ⟨i, rfl⟩
    exact ⟨i, rfl⟩
```

In words, `phase_rule` says: for any energies and any \(c\) in the hull there is a ground state whose present phases are affinely independent and number at most \(D + 1\). With `V` taken as `Fin m → ℝ`, that is \(\mathbb{R}^m\), one has \(D \le m\), and the bound becomes \(m + 1\).

```lean
/-- For compositions in `ℝ^m`, each composition in the convex hull has a lowest-energy mixture
of at most `m + 1` phases with affinely independent compositions. -/
theorem phase_rule_euclidean {m : ℕ} (x : ι → Fin m → ℝ) (E : ι → ℝ) {c : Fin m → ℝ}
    (hc : c ∈ convexHull ℝ (Set.range x)) :
    ∃ w, IsGroundState x E c w ∧ AffineIndependent ℝ (fun i : present w => x i) ∧
      (present w).card ≤ m + 1 := by
  obtain ⟨w, h1, h2, h3⟩ := phase_rule x E hc
  have h4 := Submodule.finrank_le (vectorSpan ℝ (Set.range x))
  rw [Module.finrank_fin_fun] at h4
  exact ⟨w, h1, h2, by omega⟩
```

Q: For \(C\) chemical components, is \(m\) equal to \(C\) or \(C - 1\)?

A: Take the components to be the chemical elements. With independent atomic fractions as coordinates, \(m = C - 1\) and the bound is \(C\) phases. If you keep all \(C\) fractions, `phase_rule_euclidean` gives only \(C + 1\), whereas the differences lie in the plane of zero coordinate sum, so \(D \le C - 1\) and `phase_rule` gives \(C\) again.

Q: Gibbs's phase rule counts degrees of freedom and limits coexistence. Your theorem says "there exists". Isn't that weaker?

A: It is a different statement. It resembles the count of at most \(C\) phases at a generic fixed temperature and pressure, but it has no such variables, no degrees of freedom and no genericity condition on the \(E_i\). With arbitrary energies the bound \(m + 1\) does not hold for every ground state. Take \(m = 1\), compositions \(0, \tfrac12, 1\), all energies zero and \(c = \tfrac12\): the fractions \(\tfrac14, \tfrac12, \tfrac14\) form a ground state with three phases. Uniqueness of the ground state is not claimed either.

Q: Do the smallest cases come out sensibly?

A: For \(m = 0\) all compositions coincide and the phases are polymorphs. In the ground state supplied by the theorem at most one phase is present and the fractions add to one, so it is a single polymorph of lowest energy; if several polymorphs tie for the lowest energy, their mixtures are ground states too. For \(m = 1\) the ground state supplied by the theorem has at most two phases; if two, their compositions \(x_a \ne x_b\) differ and the constraints give the lever rule \(w_a = (x_b - c)/(x_b - x_a)\). With no phases at all the hull is empty and the hypothesis `hc` fails.

Q: I would have counted atoms and formula units, not fractions.

A: Then amounts \(n_i \ge 0\) of formula units with atom counts \(a_i \in \mathbb{R}^C\) satisfy \(\sum_i n_i a_i = N\) for total atom counts \(N\), with no normalisation, and the energy is \(\sum_i n_i E_i\) with \(E_i\) now taken per formula unit. The hull becomes a cone, affine independence becomes linear independence, and the bound is the dimension of the span of the \(a_i\), at most \(C\). An extra hypothesis is needed, such as nonzero \(a_i\) with nonnegative entries: the existence of a consumed phase came from \(\sum_i d_i = 0\), and a phase with \(a_i = 0\) and \(E_i < 0\) would make the energy unbounded below. This variant, like the worked cases in my last few answers, is reasoning between us and not a theorem in the code.

Q: Could \(m + 1\) be improved?

A: Not as a bound valid for all sets of phases. `simplexVertex m` indexes \(m + 1\) phases by `Option (Fin m)`: `none` is the origin and `some k` is the unit vector \(e_k\), \(k = 0, \dots, m - 1\). With independent fractions as coordinates these are the pure components.

```lean
/-- The `m + 1` vertices of the standard simplex in `ℝ^m`: the origin and the unit vectors. -/
def simplexVertex (m : ℕ) : Option (Fin m) → Fin m → ℝ :=
  fun o k => if o = some k then 1 else 0
```

Let \(c\) be the barycentre, with every coordinate equal to \(1/(m+1)\). Coordinate \(k\) of \(\sum_i w_i x_i\) is the weight of `some k`, which is `key`. Equal weights \(1/(m+1)\) therefore show that \(c\) is in the hull. For any mixture at \(c\), `hk` forces each unit-vector weight to be \(1/(m+1)\), and the origin gets \(1 - m/(m+1) = 1/(m+1) > 0\). All \(m + 1\) phases are present. No energy occurs in `phase_rule_sharp`, because it covers every mixture at \(c\), and so the ground state for any choice of \(E_i\). At \(m = 0\) only `none` remains, with weight one.

```lean
/-- The barycentre of the standard simplex in `ℝ^m` lies in the hull of the vertices, and every
mixture of the vertex phases at that composition contains all `m + 1` phases. -/
theorem phase_rule_sharp (m : ℕ) :
    (fun _ => ((m : ℝ) + 1)⁻¹) ∈ convexHull ℝ (Set.range (simplexVertex m)) ∧
    ∀ w, IsMixture (simplexVertex m) (fun _ => ((m : ℝ) + 1)⁻¹) w →
      (present w).card = m + 1 := by
  have hm : (0 : ℝ) < m + 1 := by positivity
  have hp : (0 : ℝ) < ((m : ℝ) + 1)⁻¹ := inv_pos.2 hm
  have hc : ((m : ℝ) + 1) * ((m : ℝ) + 1)⁻¹ = 1 := mul_inv_cancel₀ hm.ne'
  have key : ∀ (w : Option (Fin m) → ℝ) k, (∑ o, w o • simplexVertex m o) k = w (some k) := by
    intro w k
    simp [Finset.sum_apply, simplexVertex]
  refine ⟨(mem_hull_iff _ _).2 ⟨fun _ => ((m : ℝ) + 1)⁻¹, fun _ => hp.le, ?_,
    funext fun k => key _ k⟩, fun w hw => ?_⟩
  · rw [sum_const, card_univ, Fintype.card_option, Fintype.card_fin, nsmul_eq_mul]
    push_cast
    exact hc
  · have hk : ∀ k, w (some k) = ((m : ℝ) + 1)⁻¹ := fun k =>
      (key w k).symm.trans (congrFun hw.comp k)
    have h1 := hw.sum_one
    simp only [Fintype.sum_option, hk, sum_const, card_univ, Fintype.card_fin,
      nsmul_eq_mul] at h1
    have hall : present w = univ := by
      refine filter_true_of_mem fun o _ => ?_
      cases o with
      | none => linarith
      | some k => exact (hk k).symm ▸ hp
    rw [hall, card_univ, Fintype.card_option, Fintype.card_fin]

end

end PhaseRuleOnHull
```

```lean
#print axioms PhaseRuleOnHull.phase_rule_euclidean
-- 'PhaseRuleOnHull.phase_rule_euclidean' depends on axioms: [propext, Classical.choice, Quot.sound]
#print axioms PhaseRuleOnHull.phase_rule_sharp
-- 'PhaseRuleOnHull.phase_rule_sharp' depends on axioms: [propext, Classical.choice, Quot.sound]
```
